# No binding when neighbouring nuclei never lower the charging potential

## Energies, charges and the charging potential

Two nuclei with charges x ≥ 0 and y ≥ 0 are held at fixed positions. Let E(x,y) be the energy of the neutral system, electrons and nuclear repulsion included; the number of electrons thus changes with the charges. A nucleus of charge zero is absent, so E(x,0) and E(0,y) are the energies of the two separated atoms, and E(0,0) = 0 says that empty space has no energy. The molecule is bound at these positions if

E(x,y) < E(x,0) + E(0,y).

The charging potential at the first nucleus is the derivative

μ(x,y) = ∂E/∂x (x,y).

The letter μ usually denotes the chemical potential, the derivative with respect to electron number; here the nuclear charge is varied. In neutral Thomas-Fermi theory, in atomic units, μ(x,y) is the electrostatic potential at the first nucleus due to the electrons and the other nucleus.

## The separated atoms as a lower bound

In neutral Thomas-Fermi theory a second nucleus changes μ in two ways: its own charge raises the potential at the first nucleus, and the accompanying change in the electron density lowers it. Suppose that the net effect is never negative:

μ(x,0) ≤ μ(x,y) for all x, y ≥ 0.

If also E(0,0) = 0, then for all x, y ≥ 0

E(x,0) + E(0,y) ≤ E(x,y).

For Thomas-Fermi molecules this conclusion is Teller's theorem. Its analytic core, the derivation of the inequality for μ from the Thomas-Fermi equation, enters here as an assumption.

In orbital-free density-functional work, an energy that meets these conditions at given nuclear positions cannot bind there. If a gradient correction to Thomas-Fermi theory produces binding while the energy stays differentiable in the charges and vanishes without nuclei, the inequality for μ must fail somewhere.

## Charging one nucleus beside the other

Fix y ≥ 0 and define the energy difference made by the second nucleus,

D(s) = E(s,y) − E(s,0).

Its derivative is

D′(s) = μ(s,y) − μ(s,0) ≥ 0 for s ≥ 0.

By the mean value theorem, for 0 ≤ a < b there is a ξ between a and b with

D(b) − D(a) = (b − a) D′(ξ) ≥ 0.

So D is nondecreasing. Comparing s = x with s = 0 gives

E(x,y) − E(x,0) ≥ E(0,y) − E(0,0) = E(0,y),

which is the claim.

Equality means D(x) = D(0). A nondecreasing function with equal end values is constant, so D′(s) = 0, that is, μ(s,y) = μ(s,0) for 0 < s < x. Conversely, if these potentials agree for all such s, the mean value theorem gives D(x) = D(0). For x = 0 both sides of the equivalence hold trivially.

## Adding atoms to a cluster

For several nuclei, let w be a list of nonnegative charges in which nucleus a is absent. Write F(s) for the energy when a has charge s beside the cluster w, and G(s) for its energy when it stands alone with charge s. If the charging potential of each nucleus is at least its value for that nucleus alone, then F′(s) ≥ G′(s), and hence

F(x) − F(0) ≥ G(x) − G(0).

Here F(0) = E(w) and G(0) = 0, so

F(x) ≥ E(w) + G(x).

Attaching an atom thus gives at least the energy of the cluster plus that of the atom. Starting from no nuclei and attaching them one at a time, one finds that the molecule's energy is at least the sum of its atomic energies.

## Three small energies

With real k and c ≥ 0, consider

E(x,y) = −k(x^(7/3) + y^(7/3)) + cxy.

For k > 0 the atomic terms have the Thomas-Fermi scaling with nuclear charge; the repulsion cxy is a simple stand-in for the true interaction. Differentiation gives

μ(x,y) = −(7/3)k x^(4/3) + cy,

so the neighbour raises μ by cy ≥ 0, and all hypotheses are met.

The other two energies are mathematical examples, not models of real atoms: their atomic energies vanish at every charge. The first of them shows that the condition on μ, though sufficient, is not necessary. The energy E(x,y) = x(x − 1)²y is nonnegative and both its atomic energies vanish, so there is no binding. Its charging potential is

μ(x,y) = (x − 1)² y + 2x(x − 1)y = (x − 1)(3x − 1)y,

and μ(1/2,1) = −1/4 lies below μ(1/2,0) = 0.

With no condition on μ at all, binding can occur. Take E(x,y) = −xy: it vanishes without nuclei and has μ(x,y) = −y, but E(1,1) = −1 while both atomic energies are zero. What this example violates is already the averaged condition that the integral of μ(s,y) − μ(s,0) from s = 0 to x be nonnegative. For continuous μ and E(0,0) = 0, that condition is equivalent to no binding at (x,y). This last example and the averaged condition are side remarks with no theorem in the code below.

## The energies as Lean functions

The diatomic energy is a function `E : ℝ → ℝ → ℝ`. `IsChargingPotential E μ` says that `μ x y` is its derivative in the first charge at all nonnegative charges, and `RaisedByNeighbour μ` is the inequality for μ. Neither a derivative in y nor continuity of μ is required.

`HasDerivAt` is a two-sided derivative, also at charge zero. An energy defined only for nonnegative charges, with a one-sided derivative at zero, can be continued linearly to negative values of the charge being varied; the conclusion concerns nonnegative charges only.

For many nuclei, `ι` labels the nuclei and `z : ι → ℝ` lists their charges. `Function.update z i s` replaces the charge of nucleus `i` by `s`, `alone i x` leaves only nucleus `i`, with charge `x`, and `keep S z` removes all nuclei outside the cluster `S`. The positions do not appear: they are fixed inside `E`. Electrons and densities do not appear either. To apply the theorems to an actual Thomas-Fermi molecule, one must show that its minimised energy has these derivatives and that they satisfy the inequality.

`no_binding` is the two-nucleus bound, `no_binding_eq_iff` its case of equality, and `molecule_no_binding` the bound for any finite number of nuclei.

```lean
import Mathlib

open Set

namespace ThomasFermiNoBinding

noncomputable section

/-- `μ x y` is the derivative of the diatomic energy `E x y` with respect to the first nuclear
charge, at all nonnegative charges. -/
def IsChargingPotential (E μ : ℝ → ℝ → ℝ) : Prop :=
  ∀ x y, 0 ≤ x → 0 ≤ y → HasDerivAt (fun s => E s y) (μ x y) x

/-- The presence of a second nucleus of nonnegative charge never lowers the charging potential
at the first nucleus. -/
def RaisedByNeighbour (μ : ℝ → ℝ → ℝ) : Prop :=
  ∀ x y, 0 ≤ x → 0 ≤ y → μ x 0 ≤ μ x y

/-- If the energy `f` has at least the slope of the energy `g` while a charge is raised from
`a` to `b`, then `f` grows at least as much as `g`. -/
theorem charging_comparison {f g f' g' : ℝ → ℝ} {a b : ℝ} (hab : a ≤ b)
    (hf : ∀ s ∈ Icc a b, HasDerivAt f (f' s) s)
    (hg : ∀ s ∈ Icc a b, HasDerivAt g (g' s) s)
    (h : ∀ s ∈ Ioo a b, g' s ≤ f' s) : g b - g a ≤ f b - f a := by
  have hd : ∀ s ∈ Icc a b, HasDerivAt (fun t => f t - g t) (f' s - g' s) s :=
    fun s hs => (hf s hs).fun_sub (hg s hs)
  -- the difference has nonnegative slope, hence is monotone
  have mono : MonotoneOn (fun t => f t - g t) (Icc a b) := by
    refine monotoneOn_of_deriv_nonneg (convex_Icc a b)
      (fun s hs => (hd s hs).continuousAt.continuousWithinAt)
      (fun s hs => (hd s (interior_subset hs)).differentiableAt.differentiableWithinAt)
      (fun s hs => ?_)
    rw [(hd s (interior_subset hs)).deriv]
    rw [interior_Icc] at hs
    linarith [h s hs]
  have key : f a - g a ≤ f b - g b :=
    mono (left_mem_Icc.2 hab) (right_mem_Icc.2 hab) hab
  linarith

/-- If a neighbour never lowers the charging potential, the energy difference between the first
nucleus with and without its neighbour does not decrease as the first charge grows. -/
theorem interaction_mono {E μ : ℝ → ℝ → ℝ} (hE : IsChargingPotential E μ)
    (hμ : RaisedByNeighbour μ) {a b y : ℝ} (ha : 0 ≤ a) (hab : a ≤ b) (hy : 0 ≤ y) :
    E a y - E a 0 ≤ E b y - E b 0 := by
  have h := charging_comparison hab
    (fun s hs => hE s y (ha.trans hs.1) hy)
    (fun s hs => hE s 0 (ha.trans hs.1) le_rfl)
    (fun s hs => hμ s y (ha.trans hs.1.le) hy)
  linarith

/-- Absence of binding for two nuclei: if the energy vanishes without nuclei and a neighbour
never lowers the charging potential, the molecule does not lie below its separated atoms. -/
theorem no_binding {E μ : ℝ → ℝ → ℝ} (h0 : E 0 0 = 0) (hE : IsChargingPotential E μ)
    (hμ : RaisedByNeighbour μ) {x y : ℝ} (hx : 0 ≤ x) (hy : 0 ≤ y) :
    E x 0 + E 0 y ≤ E x y := by
  have h := interaction_mono hE hμ le_rfl hx hy
  linarith

/-- Under the hypotheses of `no_binding`, the molecule has exactly the energy of its separated
atoms if and only if the neighbour leaves the charging potential unchanged at every
intermediate value of the first charge. -/
theorem no_binding_eq_iff {E μ : ℝ → ℝ → ℝ} (h0 : E 0 0 = 0)
    (hE : IsChargingPotential E μ) (hμ : RaisedByNeighbour μ) {x y : ℝ}
    (hx : 0 ≤ x) (hy : 0 ≤ y) :
    E x y = E x 0 + E 0 y ↔ ∀ s ∈ Ioo 0 x, μ s y = μ s 0 := by
  constructor
  · intro heq s hs
    -- a monotone interaction with equal end values is constant
    have hflat : ∀ t ∈ Ioo 0 x, E t y - E t 0 = E 0 y := fun t ht => by
      have h1 := no_binding h0 hE hμ ht.1.le hy
      have h2 := interaction_mono hE hμ ht.1.le ht.2.le hy
      linarith
    have hd := (hE s y hs.1.le hy).fun_sub (hE s 0 hs.1.le le_rfl)
    have hc : HasDerivAt (fun t => E t y - E t 0) 0 s :=
      (hasDerivAt_const s (E 0 y)).congr_of_eventuallyEq
        (Filter.eventually_of_mem (Ioo_mem_nhds hs.1 hs.2) hflat)
    linarith [hd.unique hc]
  · intro h
    have h1 := no_binding h0 hE hμ hx hy
    have h2 := charging_comparison hx
      (fun s hs => hE s 0 hs.1 le_rfl) (fun s hs => hE s y hs.1 hy)
      (fun s hs => (h s hs).le)
    linarith

/-- The charge configuration in which only nucleus `i` is present, with charge `x`. -/
def alone {ι : Type*} [DecidableEq ι] (i : ι) (x : ℝ) : ι → ℝ := Function.update 0 i x

/-- The charge configuration `z` with all nuclei outside the cluster `S` removed. -/
def keep {ι : Type*} [DecidableEq ι] (S : Finset ι) (z : ι → ℝ) : ι → ℝ :=
  fun j => if j ∈ S then z j else 0

section Molecule

variable {ι : Type*} [DecidableEq ι] {E : (ι → ℝ) → ℝ} {μ : ι → (ι → ℝ) → ℝ}

/-- Let the energy vanish without nuclei, and let its derivative in each nuclear charge be at
least the value for that nucleus alone. Then adding an atom to a cluster of nonnegative charges
gives at least the sum of the energies of cluster and atom. -/
theorem attach_atom (h0 : E 0 = 0)
    (hE : ∀ i z, (∀ j, 0 ≤ z j) →
      HasDerivAt (fun s => E (Function.update z i s)) (μ i z) (z i))
    (hμ : ∀ i z, (∀ j, 0 ≤ z j) → μ i (alone i (z i)) ≤ μ i z)
    {w : ι → ℝ} (hw : ∀ j, 0 ≤ w j) {a : ι} (ha : w a = 0) {x : ℝ} (hx : 0 ≤ x) :
    E w + E (alone a x) ≤ E (Function.update w a x) := by
  have hn : ∀ v : ι → ℝ, (∀ j, 0 ≤ v j) → ∀ s, 0 ≤ s →
      ∀ j, 0 ≤ Function.update v a s j := by
    intro v hv s hs j
    rw [Function.update_apply]
    split_ifs
    · exact hs
    · exact hv j
  have hd : ∀ v : ι → ℝ, (∀ j, 0 ≤ v j) → ∀ s, 0 ≤ s →
      HasDerivAt (fun t => E (Function.update v a t)) (μ a (Function.update v a s)) s := by
    intro v hv s hs
    have h := hE a (Function.update v a s) (hn v hv s hs)
    simpa only [Function.update_idem, Function.update_self] using h
  -- charge up nucleus `a` next to the cluster and in empty space
  have h := charging_comparison hx
    (fun s hs => hd w hw s hs.1) (fun s hs => hd 0 (fun _ => le_rfl) s hs.1)
    (fun s hs => by
      have h := hμ a (Function.update w a s) (hn w hw s hs.1.le)
      rw [Function.update_self] at h
      exact h)
  have e1 : Function.update w a 0 = w := by
    rw [← ha, Function.update_eq_self]
  have e2 : Function.update (0 : ι → ℝ) a 0 = 0 := by
    ext j
    simp [Function.update_apply]
  rw [e1, e2, h0] at h
  unfold alone
  linarith

/-- Absence of binding for any finite number of nuclei: if the energy vanishes without nuclei
and its derivative in each nuclear charge is at least the value for that nucleus alone, the
molecule does not lie below the sum of its atoms. -/
theorem molecule_no_binding [Fintype ι] (h0 : E 0 = 0)
    (hE : ∀ i z, (∀ j, 0 ≤ z j) →
      HasDerivAt (fun s => E (Function.update z i s)) (μ i z) (z i))
    (hμ : ∀ i z, (∀ j, 0 ≤ z j) → μ i (alone i (z i)) ≤ μ i z)
    {z : ι → ℝ} (hz : ∀ j, 0 ≤ z j) : ∑ i, E (alone i (z i)) ≤ E z := by
  -- build the molecule atom by atom
  have key : ∀ S : Finset ι, ∑ i ∈ S, E (alone i (z i)) ≤ E (keep S z) := by
    intro S
    induction S using Finset.induction_on with
    | empty =>
      have e : keep ∅ z = 0 := by
        ext j
        simp [keep]
      rw [e, h0, Finset.sum_empty]
    | insert a S ha ih =>
      have hk : ∀ j, 0 ≤ keep S z j := by
        intro j
        unfold keep
        split_ifs
        · exact hz j
        · exact le_rfl
      have h := attach_atom h0 hE hμ hk (a := a) (by simp [keep, ha]) (hz a)
      have e : Function.update (keep S z) a (z a) = keep (insert a S) z := by
        ext j
        by_cases hj : j = a
        · simp [keep, hj]
        · simp [keep, hj]
      rw [e] at h
      rw [Finset.sum_insert ha]
      linarith
  have e : keep Finset.univ z = z := by
    ext j
    simp [keep]
  simpa only [e] using key Finset.univ

end Molecule

/-- A model energy for nuclear charges `x` and `y`: atomic terms `-k x^(7/3)` and `-k y^(7/3)`, and
an interaction `c x y`, which is a repulsion when `c`, `x` and `y` are positive. -/
def modelEnergy (k c x y : ℝ) : ℝ := -k * (x ^ (7 / 3 : ℝ) + y ^ (7 / 3 : ℝ)) + c * x * y

/-- The model energy with `c ≥ 0` meets all hypotheses of `no_binding`, with charging potential
`-(7/3) k x^(4/3) + c y`. -/
theorem no_binding_witness (k : ℝ) {c : ℝ} (hc : 0 ≤ c) :
    modelEnergy k c 0 0 = 0 ∧
    IsChargingPotential (modelEnergy k c)
      (fun x y => -k * (7 / 3 * x ^ (4 / 3 : ℝ)) + c * y) ∧
    RaisedByNeighbour (fun x y => -k * (7 / 3 * x ^ (4 / 3 : ℝ)) + c * y) := by
  refine ⟨?_, fun x y _ _ => ?_, fun x y _ hy => ?_⟩
  · have hz : (0 : ℝ) ^ (7 / 3 : ℝ) = 0 := Real.zero_rpow (by norm_num)
    simp [modelEnergy, hz]
  · have h := Real.hasDerivAt_rpow_const (x := x) (p := 7 / 3) (Or.inr (by norm_num))
    have e : (7 / 3 : ℝ) - 1 = 4 / 3 := by norm_num
    rw [e] at h
    have h2 := ((h.add_const (y ^ (7 / 3 : ℝ))).const_mul (-k)).fun_add
      (((hasDerivAt_id' x).const_mul c).mul_const y)
    exact h2.congr_deriv (by ring)
  · have h := mul_nonneg hc hy
    change -k * (7 / 3 * x ^ (4 / 3 : ℝ)) + c * 0 ≤ -k * (7 / 3 * x ^ (4 / 3 : ℝ)) + c * y
    linarith

/-- The converse of `no_binding` fails: the energy `x (x - 1)² y` shows no binding, yet a
neighbour can lower its charging potential `(x - 1) (3 x - 1) y`. -/
theorem converse_fails :
    (∀ x y : ℝ, 0 ≤ x → 0 ≤ y →
      x * (x - 1) ^ 2 * 0 + 0 * (0 - 1) ^ 2 * y ≤ x * (x - 1) ^ 2 * y) ∧
    IsChargingPotential (fun x y => x * (x - 1) ^ 2 * y)
      (fun x y => (x - 1) * (3 * x - 1) * y) ∧
    ¬ RaisedByNeighbour (fun x y => (x - 1) * (3 * x - 1) * y) := by
  refine ⟨fun x y hx hy => ?_, fun x y _ _ => ?_, fun h => ?_⟩
  · have h : 0 ≤ x * (x - 1) ^ 2 * y := by positivity
    linarith
  · have h1 := (hasDerivAt_id' x).sub_const 1
    have h2 := ((hasDerivAt_id' x).fun_mul (h1.fun_mul h1)).mul_const y
    have e : (fun s : ℝ => s * (s - 1) ^ 2 * y) = fun s => s * ((s - 1) * (s - 1)) * y := by
      funext s
      ring
    change HasDerivAt (fun s : ℝ => s * (s - 1) ^ 2 * y) ((x - 1) * (3 * x - 1) * y) x
    rw [e]
    exact h2.congr_deriv (by ring)
  · -- at x = 1/2 the neighbour lowers the potential
    have h1 := h (1 / 2) 1 (by norm_num) (by norm_num)
    norm_num at h1

end

end ThomasFermiNoBinding
```

```lean
#print axioms ThomasFermiNoBinding.no_binding
#print axioms ThomasFermiNoBinding.no_binding_eq_iff
#print axioms ThomasFermiNoBinding.molecule_no_binding
#print axioms ThomasFermiNoBinding.converse_fails
```

```
'ThomasFermiNoBinding.no_binding' depends on axioms: [propext, Classical.choice, Quot.sound]
'ThomasFermiNoBinding.no_binding_eq_iff' depends on axioms: [propext, Classical.choice, Quot.sound]
'ThomasFermiNoBinding.molecule_no_binding' depends on axioms: [propext, Classical.choice, Quot.sound]
'ThomasFermiNoBinding.converse_fails' depends on axioms: [propext, Classical.choice, Quot.sound]
```

## From growing differences to the molecular bound

`charging_comparison` is the mean value step for two general energies `f` and `g`: the one with the larger slope grows at least as much. `interaction_mono` applies it to E(s,y) and E(s,0), which shows that D is nondecreasing. `no_binding` takes the lower end at zero and uses `h0` to remove E(0,0).

In `no_binding_eq_iff`, the forward direction first obtains `hflat`: at every intermediate charge `t`, D(t) is bounded below by `no_binding` and above by `interaction_mono`, and the assumed equality makes the two bounds coincide. Near an interior point `s`, D therefore agrees with a constant and has derivative zero. It also has derivative μ(s,y) − μ(s,0), and `hd.unique hc` equates the two. The reverse direction uses `charging_comparison` with the two energies exchanged, which supplies the upper bound to set beside `no_binding`.

`attach_atom` compares F and G. Its auxiliary facts `hn` and `hd` say that charges stay nonnegative along the charging path and that the energy has the expected derivative there; `e1` and `e2` identify the starting points as the cluster and empty space. `molecule_no_binding` is an induction over the cluster `S`. The empty cluster has energy zero, each insertion uses `attach_atom`, and the cluster of all nuclei is the molecule.

`no_binding_witness` and `converse_fails` verify the derivatives of the first two explicit energies. The latter refutes `RaisedByNeighbour` at x = 1/2, y = 1.

## Monotonicity without an integral

The Mathlib theorem behind the comparison is `monotoneOn_of_deriv_nonneg`. It takes a convex set of real numbers, a function continuous on it and differentiable in its interior, and a nonnegative derivative in that interior; it returns monotonicity on the whole set. Here the set is `Icc a b`, the closed interval from a to b, and the function is the difference `f t - g t`.

The theorem speaks of `deriv`, which Lean defines for every function and sets to zero where no derivative exists. The local fact `hd` supplies a true derivative at each point, and the rewrite with `.deriv` replaces the symbol by `f' s - g' s`, whose sign is known from `h`.

A physicist might integrate μ along the charging path instead, which needs an integrable μ. The monotonicity theorem needs only the existence and sign of the derivative, so no regularity of μ enters the hypotheses.
